# With local fields, \((im/\hbar)[H,x_k]\) is the spin-orbit-corrected momentum

Let \(x_i\) and \(p_j\) be the position and momentum components of one electron, with \([x_i,p_j]=i\hbar\delta_{ij}\). Let \(V\) be a potential, \(F_j\) the components of a field and \(\sigma_i\) the spin operators, all commuting with every \(x_k\). With mass \(m\) and a real coupling constant \(c\), take

\[
H=\sum_i\frac{p_i^2}{2m}+V+c\sum_{ijk}\epsilon_{ijk}\,\sigma_iF_jp_k .
\]

In k·p theory I keep meeting the statement that the momentum in the matrix elements has to be replaced by

\[
\frac{im}{\hbar}[H,x_k]=p_k+mc\sum_{ij}\epsilon_{ijk}\,\sigma_iF_j .
\]

I would like to see this derived with every assumption visible, and checked by a proof assistant. Does it need the Pauli algebra, or commuting momenta?

## Symbols, signs and the coupling constant

The commutator is \([a,b]=ab-ba\), written `comm` in the Lean file. Indices run over 0, 1, 2, standing for the three Cartesian directions. The Levi-Civita symbol `eps i j k` is \(+1\) when \((j,k)=(i+1,i+2)\) modulo three, \(-1\) when \(j\) and \(k\) are exchanged, and zero otherwise. Two abbreviations are useful:

\[
S_k=\sum_{ij}\epsilon_{ijk}\,\sigma_iF_j=(\sigma\times F)_k,
\qquad
\pi_k=p_k+mc\,S_k .
\]

They are `soField` and `soMomentum` in the file, and \(H\) is `hamiltonian`.

The constant \(c\) is not the speed of light. For the usual spin-orbit term of an electron with potential energy \(V\), one takes the Pauli matrices for \(\sigma_i\) and sets \(F=\nabla V\) and \(c=\hbar/(4m^2c_0^2)\), where \(c_0\) is the speed of light. The theorems leave \(c\), \(F\) and \(V\) independent of each other.

Neither the Pauli algebra nor commuting momenta is needed.

## The commutator, term by term

Since \([p_i,x_k]=-i\hbar\delta_{ik}\), the kinetic term gives

\[
[p_i^2,x_k]=p_i[p_i,x_k]+[p_i,x_k]p_i=-2i\hbar\,\delta_{ik}\,p_i,
\qquad
\Big[\sum_i\frac{p_i^2}{2m},x_k\Big]=-\frac{i\hbar}{m}\,p_k .
\]

The potential contributes nothing, because \([V,x_k]=0\).

The spin-orbit energy is \(c\sum_i S_ip_i\). Each \(S_i\) is a sum of products of \(\sigma\)'s and \(F\)'s, so it commutes with \(x_k\), and

\[
[S_ip_i,x_k]=S_i[p_i,x_k]+[S_i,x_k]p_i=-i\hbar\,\delta_{ik}\,S_i .
\]

Summing over \(i\) and adding the three contributions,

\[
[H,x_k]=-\frac{i\hbar}{m}\,p_k-i\hbar c\,S_k=-\frac{i\hbar}{m}\,\pi_k .
\]

Multiplication by \(im/\hbar\) gives \(\pi_k\), because \((im/\hbar)(-i\hbar/m)=1\).

As \(S_k\) commutes with \(x_l\), a second commutator removes the spin-orbit part:

\[
m[x_l,[H,x_k]]=-i\hbar\,[x_l,\pi_k]=-i\hbar\,(i\hbar\,\delta_{lk})=\hbar^2\delta_{lk}.
\]

Next, replace \(p_i\) by \(p_i+\hbar q_i\) in \(H\), with real numbers \(q_i\). The kinetic term gains \((\hbar/m)\sum_iq_ip_i+\hbar^2q^2/(2m)\), where \(q^2=\sum_iq_i^2\), and the spin-orbit term gains \(\hbar c\sum_iq_iS_i\). Together,

\[
H\;\longrightarrow\; H+\frac{\hbar}{m}\sum_iq_i\pi_i+\frac{\hbar^2q^2}{2m}.
\]

So for this one-electron Hamiltonian with local fields, the operator that couples bands in k·p theory is the same \(\pi\) that the position commutator produces.

## What the theorems assume

The operators are elements of an arbitrary complex algebra `A`, which need not be commutative. `Canonical hbar x p` states the relations \([x_i,p_j]=i\hbar\delta_{ij}\), with the right-hand side a number times the identity of `A`. `Commute a b` means \(ab=ba\), and the hypotheses `hV`, `hσ` and `hF` say this for \(V\), \(\sigma_i\) and \(F_j\) with every \(x_k\). Physically, the potential and the field are local, and spin acts on a separate factor.

The main theorem, `momentum_from_commutator`, reads: if \(m\) and \(\hbar\) are nonzero real numbers and these relations hold, then for each \(k\) the scaled commutator equals \(p_k+mc\sum_{ij}\epsilon_{ijk}\sigma_iF_j\). Positive \(m\) and \(\hbar\) are a special case. `double_commutator` needs only \(m\neq0\) besides the commutation relations. `kp_hamiltonian` needs \(m\neq0\) and no commutation relation at all; it concerns the substitution in \(H\), not the Bloch phase factor that usually motivates it.

The setting is purely algebraic: it has no inner product, Hermiticity, operator domains or crystal periodicity. For unbounded operators, the products must make sense on a common domain that the operators map into itself. Matrices of finite nonzero size with complex entries are excluded when \(\hbar\neq0\), since the trace of a commutator vanishes while that of \(i\hbar\) times the identity does not.

A concrete realisation is given in `momentum_from_commutator_witness`. It uses two-component polynomial wave functions, with \(x_i\) acting by multiplication, \(p_j=-i\hbar\partial_j\), the Pauli matrices, \(F=x\) and \(V=\sum_ix_i^2\). The polynomials serve to realise the commutation relations; they are not normalisable states.

```lean
import Mathlib

open Complex

namespace SpinOrbitMomentum

noncomputable section

variable {A : Type*} [Ring A] [Algebra ℂ A]

/-- The commutator `[a, b] = ab - ba`. -/
def comm (a b : A) : A := a * b - b * a

/-- The Levi-Civita symbol, with indices counted cyclically modulo three. -/
def eps (i j k : Fin 3) : ℂ :=
  if j = i + 1 ∧ k = i + 2 then 1 else if j = i + 2 ∧ k = i + 1 then -1 else 0

/-- The canonical commutation relations `[x_i, p_j] = i ℏ δ_ij`. -/
def Canonical (hbar : ℝ) (x p : Fin 3 → A) : Prop :=
  ∀ i j, comm (x i) (p j) = (if i = j then I * (hbar : ℂ) else 0) • (1 : A)

/-- The spin-orbit vector `(σ × F)_k = ∑ ε_ijk σ_i F_j`. -/
def soField (σ F : Fin 3 → A) (k : Fin 3) : A :=
  ∑ i, ∑ j, eps i j k • (σ i * F j)

/-- The Hamiltonian `p²/(2m) + V + c ∑ ε_ijk σ_i F_j p_k`. -/
def hamiltonian (m c : ℝ) (p σ F : Fin 3 → A) (V : A) : A :=
  (1 / (2 * (m : ℂ))) • ∑ i, p i * p i + V
    + (c : ℂ) • ∑ i, ∑ j, ∑ k, eps i j k • (σ i * F j * p k)

/-- The spin-orbit-corrected momentum `π_k = p_k + m c (σ × F)_k`. -/
def soMomentum (m c : ℝ) (p σ F : Fin 3 → A) (k : Fin 3) : A :=
  p k + ((m : ℂ) * (c : ℂ)) • soField σ F k

/-- Each component of the spin-orbit vector is a difference of two products, as in a
cross product. -/
theorem soField_eq_cross (σ F : Fin 3 → A) (k : Fin 3) :
    soField σ F k = σ (k + 1) * F (k + 2) - σ (k + 2) * F (k + 1) := by
  fin_cases k <;> simp [soField, eps, Fin.sum_univ_three] <;> abel

/-- The spin-orbit energy is the scalar product of `σ × F` with the momentum. -/
theorem hamiltonian_eq (m c : ℝ) (p σ F : Fin 3 → A) (V : A) :
    hamiltonian m c p σ F V = (1 / (2 * (m : ℂ))) • ∑ i, p i * p i + V
      + (c : ℂ) • ∑ k, soField σ F k * p k := by
  have h : ∑ i, ∑ j, ∑ k, eps i j k • (σ i * F j * p k) = ∑ k, soField σ F k * p k := by
    simp only [soField, Fin.sum_univ_three, add_mul, smul_mul_assoc]
    abel
  rw [hamiltonian, h]

/-- If `[x, p] = r` is a number, then `[p², x] = -2 r p`. -/
theorem comm_sq {x p : A} {r : ℂ} (h : comm x p = r • (1 : A)) :
    comm (p * p) x = (-2 : ℂ) • r • p := by
  have e : comm (p * p) x = -(p * comm x p + comm x p * p) := by
    unfold comm
    noncomm_ring
  rw [e, h, mul_smul_comm, smul_mul_assoc, mul_one, one_mul]
  module

/-- If `[x, p] = r` is a number and `G` commutes with `x`, then `[G p, x] = -r G`. -/
theorem comm_field_mul {G x p : A} {r : ℂ} (hG : Commute G x)
    (h : comm x p = r • (1 : A)) : comm (G * p) x = (-1 : ℂ) • r • G := by
  have e : comm (G * p) x = -(G * comm x p) + (G * x - x * G) * p := by
    unfold comm
    noncomm_ring
  rw [e, h, hG.eq, sub_self, zero_mul, add_zero, mul_smul_comm, mul_one]
  module

/-- The spin-orbit vector commutes with the position when `σ` and `F` do. -/
theorem soField_commute {x σ F : Fin 3 → A} (hσ : ∀ i k, Commute (σ i) (x k))
    (hF : ∀ j k, Commute (F j) (x k)) (i k : Fin 3) : Commute (soField σ F i) (x k) :=
  Commute.sum_left _ _ _ fun a _ => Commute.sum_left _ _ _ fun b _ =>
    ((hσ a k).mul_left (hF b k)).smul_left _

/-- The commutator of the Hamiltonian with the position is `[H, x_k] = -(i ℏ / m) π_k`. -/
theorem comm_hamiltonian {m hbar : ℝ} (c : ℝ) {x p σ F : Fin 3 → A} {V : A} (hm : m ≠ 0)
    (hx : Canonical hbar x p) (hV : ∀ k, Commute V (x k))
    (hσ : ∀ i k, Commute (σ i) (x k)) (hF : ∀ j k, Commute (F j) (x k)) (k : Fin 3) :
    comm (hamiltonian m c p σ F V) (x k)
      = (-(I * (hbar : ℂ)) / (m : ℂ)) • soMomentum m c p σ F k := by
  have hm' : (m : ℂ) ≠ 0 := by exact_mod_cast hm
  -- the commutator is linear in the Hamiltonian
  have lin : comm (hamiltonian m c p σ F V) (x k)
      = (1 / (2 * (m : ℂ))) • ∑ i, comm (p i * p i) (x k) + comm V (x k)
        + (c : ℂ) • ∑ i, comm (soField σ F i * p i) (x k) := by
    rw [hamiltonian_eq]
    simp only [comm, add_mul, mul_add, Finset.sum_mul, Finset.mul_sum, smul_mul_assoc,
      mul_smul_comm, Finset.sum_sub_distrib, smul_sub]
    abel
  have hV0 : comm V (x k) = 0 := sub_eq_zero.mpr (hV k).eq
  -- only the component along `x_k` survives in each sum
  have e1 : ∑ i, comm (p i * p i) (x k) = (-2 : ℂ) • (I * (hbar : ℂ)) • p k := by
    rw [Finset.sum_congr rfl fun i _ => comm_sq (hx k i), ← Finset.smul_sum]
    simp only [ite_smul, zero_smul, Finset.sum_ite_eq, Finset.mem_univ, if_true]
  have e2 : ∑ i, comm (soField σ F i * p i) (x k)
      = (-1 : ℂ) • (I * (hbar : ℂ)) • soField σ F k := by
    rw [Finset.sum_congr rfl fun i _ =>
      comm_field_mul (soField_commute hσ hF i k) (hx k i), ← Finset.smul_sum]
    simp only [ite_smul, zero_smul, Finset.sum_ite_eq, Finset.mem_univ, if_true]
  rw [lin, hV0, e1, e2, soMomentum]
  match_scalars <;> first | ring1 | field_simp

/-- The commutator `(i m / ℏ) [H, x_k]` equals the spin-orbit-corrected momentum
`p_k + m c ∑ ε_ijk σ_i F_j`. -/
theorem momentum_from_commutator {m hbar : ℝ} (c : ℝ) {x p σ F : Fin 3 → A} {V : A}
    (hm : m ≠ 0) (hh : hbar ≠ 0) (hx : Canonical hbar x p) (hV : ∀ k, Commute V (x k))
    (hσ : ∀ i k, Commute (σ i) (x k)) (hF : ∀ j k, Commute (F j) (x k)) (k : Fin 3) :
    (I * (m : ℂ) / (hbar : ℂ)) • comm (hamiltonian m c p σ F V) (x k)
      = p k + ((m : ℂ) * (c : ℂ)) • ∑ i, ∑ j, eps i j k • (σ i * F j) := by
  have hm' : (m : ℂ) ≠ 0 := by exact_mod_cast hm
  have hh' : (hbar : ℂ) ≠ 0 := by exact_mod_cast hh
  have e : I * (m : ℂ) / (hbar : ℂ) * (-(I * (hbar : ℂ)) / (m : ℂ)) = -(I * I) := by
    field_simp
  rw [comm_hamiltonian c hm hx hV hσ hF k, smul_smul, e, I_mul_I, neg_neg, one_smul]
  rfl

/-- The double commutator obeys `m [x_l, [H, x_k]] = ℏ² δ_lk`, whatever the strength of the
spin-orbit coupling. -/
theorem double_commutator {m hbar : ℝ} (c : ℝ) {x p σ F : Fin 3 → A} {V : A} (hm : m ≠ 0)
    (hx : Canonical hbar x p) (hV : ∀ k, Commute V (x k))
    (hσ : ∀ i k, Commute (σ i) (x k)) (hF : ∀ j k, Commute (F j) (x k)) (l k : Fin 3) :
    (m : ℂ) • comm (x l) (comm (hamiltonian m c p σ F V) (x k))
      = (if l = k then (hbar : ℂ) ^ 2 else 0) • (1 : A) := by
  have hm' : (m : ℂ) ≠ 0 := by exact_mod_cast hm
  have lin : ∀ (a b : ℂ) (G : A), comm (x l) (a • (p k + b • G))
      = a • comm (x l) (p k) + (a * b) • (x l * G - G * x l) := by
    intro a b G
    simp only [comm, mul_add, add_mul, mul_smul_comm, smul_mul_assoc]
    module
  have e : (m : ℂ) * (-(I * (hbar : ℂ)) / (m : ℂ)) = -(I * (hbar : ℂ)) := by
    field_simp
  rw [comm_hamiltonian c hm hx hV hσ hF k, soMomentum, lin, hx l k,
    (soField_commute hσ hF k l).eq, sub_self, smul_zero, add_zero, smul_smul, smul_smul, e]
  congr 1
  split_ifs
  · linear_combination (-(hbar : ℂ) ^ 2) * I_sq
  · ring

/-- Shifting the momentum by `ℏ q` turns `H` into the k·p Hamiltonian
`H + (ℏ/m) q · π + ℏ² q² / (2m)`, with `π` the spin-orbit-corrected momentum. -/
theorem kp_hamiltonian {m : ℝ} (hbar c : ℝ) (p σ F : Fin 3 → A) (V : A) (hm : m ≠ 0)
    (q : Fin 3 → ℝ) :
    hamiltonian m c (fun i => p i + ((hbar : ℂ) * (q i : ℂ)) • (1 : A)) σ F V
      = hamiltonian m c p σ F V
        + ((hbar : ℂ) / (m : ℂ)) • ∑ i, (q i : ℂ) • soMomentum m c p σ F i
        + ((hbar : ℂ) ^ 2 / (2 * (m : ℂ)) * ∑ i, (q i : ℂ) ^ 2) • (1 : A) := by
  have hm' : (m : ℂ) ≠ 0 := by exact_mod_cast hm
  rw [hamiltonian_eq, hamiltonian_eq]
  simp only [soMomentum, Fin.sum_univ_three, add_mul, mul_add, smul_mul_assoc,
    mul_smul_comm, mul_one, one_mul]
  match_scalars <;> first | ring1 | field_simp

/-- Linear operators on polynomial wave functions of three coordinates. -/
abbrev Orb := Module.End ℂ (MvPolynomial (Fin 3) ℂ)

/-- Multiplication by the coordinate `x_i`. -/
def posOrb (i : Fin 3) : Orb := LinearMap.mulLeft ℂ (MvPolynomial.X i)

/-- The differential operator `-i ℏ ∂_j`. -/
def momOrb (hbar : ℝ) (j : Fin 3) : Orb :=
  (-(I * (hbar : ℂ))) • (MvPolynomial.pderiv j).toLinearMap

/-- The position operator on two-component wave functions. -/
def posOp (i : Fin 3) : Matrix (Fin 2) (Fin 2) Orb := Matrix.diagonal fun _ => posOrb i

/-- The momentum operator on two-component wave functions. -/
def momOp (hbar : ℝ) (j : Fin 3) : Matrix (Fin 2) (Fin 2) Orb :=
  Matrix.diagonal fun _ => momOrb hbar j

/-- The Pauli matrices acting on two-component wave functions. -/
def spinOp (i : Fin 3) : Matrix (Fin 2) (Fin 2) Orb :=
  ((![!![0, 1; 1, 0], !![0, -I; I, 0], !![1, 0; 0, -1]] :
    Fin 3 → Matrix (Fin 2) (Fin 2) ℂ) i).map (algebraMap ℂ Orb)

/-- Position, momentum and Pauli operators on two-component polynomials, with `F = x` and
`V = ∑ x_i²`, satisfy all the commutation hypotheses. -/
theorem momentum_from_commutator_witness (hbar : ℝ) :
    Canonical hbar posOp (momOp hbar)
      ∧ (∀ k, Commute (∑ i, posOp i * posOp i) (posOp k))
      ∧ (∀ i k, Commute (spinOp i) (posOp k))
      ∧ (∀ j k, Commute (posOp j) (posOp k)) := by
  have hp : ∀ j k, Commute (posOp j) (posOp k) := by
    intro j k
    have hc : posOrb j * posOrb k = posOrb k * posOrb j := by
      refine LinearMap.ext fun f => ?_
      change MvPolynomial.X j * (MvPolynomial.X k * f)
        = MvPolynomial.X k * (MvPolynomial.X j * f)
      ring
    change posOp j * posOp k = posOp k * posOp j
    rw [posOp, posOp, Matrix.diagonal_mul_diagonal, Matrix.diagonal_mul_diagonal, hc]
  refine ⟨fun i j => ?_, fun k => Commute.sum_left _ _ _ fun i _ =>
    (hp i k).mul_left (hp i k), fun i k => ?_, hp⟩
  · -- the product rule gives the canonical commutator
    have h : posOrb i * momOrb hbar j - momOrb hbar j * posOrb i
        = (if i = j then I * (hbar : ℂ) else 0) • (1 : Orb) := by
      refine LinearMap.ext fun f => ?_
      have hd : MvPolynomial.pderiv j (MvPolynomial.X i * f)
          = MvPolynomial.X i * MvPolynomial.pderiv j f + (if i = j then f else 0) := by
        rw [Derivation.leibniz]
        by_cases hij : i = j
        · subst hij
          simp
        · simp [MvPolynomial.pderiv_X_of_ne hij, hij]
      change MvPolynomial.X i * ((-(I * (hbar : ℂ))) • MvPolynomial.pderiv j f)
        - (-(I * (hbar : ℂ))) • MvPolynomial.pderiv j (MvPolynomial.X i * f)
        = (if i = j then I * (hbar : ℂ) else 0) • f
      rw [hd, mul_smul_comm]
      split_ifs <;> module
    simp only [comm, posOp, momOp, Matrix.diagonal_mul_diagonal, Matrix.diagonal_sub, h]
    rw [← Matrix.diagonal_one, ← Matrix.diagonal_smul]
    rfl
  · change spinOp i * posOp k = posOp k * spinOp i
    refine Matrix.ext fun a b => ?_
    rw [posOp, Matrix.mul_diagonal, Matrix.diagonal_mul, spinOp, Matrix.map_apply]
    exact Algebra.commutes (R := ℂ) (A := Orb) _ _

end

end SpinOrbitMomentum
```

```lean
#print axioms SpinOrbitMomentum.soField_eq_cross
-- 'SpinOrbitMomentum.soField_eq_cross' depends on axioms: [propext, Classical.choice, Quot.sound]
#print axioms SpinOrbitMomentum.momentum_from_commutator
-- 'SpinOrbitMomentum.momentum_from_commutator' depends on axioms: [propext, Classical.choice, Quot.sound]
#print axioms SpinOrbitMomentum.double_commutator
-- 'SpinOrbitMomentum.double_commutator' depends on axioms: [propext, Classical.choice, Quot.sound]
#print axioms SpinOrbitMomentum.kp_hamiltonian
-- 'SpinOrbitMomentum.kp_hamiltonian' depends on axioms: [propext, Classical.choice, Quot.sound]
```

## How the Lean proof follows the calculation

`soField_eq_cross` confirms the sign convention by checking all three components: \(S_k=\sigma_{k+1}F_{k+2}-\sigma_{k+2}F_{k+1}\), with indices modulo three. `hamiltonian_eq` regroups the triple sum into \(\sum_kS_kp_k\).

The two product-rule computations are `comm_sq` and `comm_field_mul`. Each first rewrites the commutator by an identity valid in any ring, proved by `noncomm_ring`, and then inserts the number \(r=[x,p]\). `soField_commute` shows that \(S_i\) commutes with \(x_k\), since sums and products of commuting elements still commute with it.

`comm_hamiltonian` assembles \([H,x_k]\). Its step `lin` splits the commutator over the three terms of \(H\), and `hV0` removes the potential. The steps `e1` and `e2` apply the product-rule lemmas under the sums, where `Finset.sum_ite_eq` lets the Kronecker delta select the component \(k\). Finally `match_scalars` compares the coefficients of \(p_k\) and \(S_k\) on both sides.

In `momentum_from_commutator`, the scalar identity `e` reduces the product of prefactors to \(-i\cdot i\), which is 1. `double_commutator` starts from the formula for \([H,x_k]\), expands the outer commutator and cancels the \(S_k\) part by `soField_commute`. `kp_hamiltonian` expands the shifted products and again matches coefficients.

For the witness, the canonical relation comes from the Leibniz rule for \(\partial_j(x_if)\). Position and momentum are diagonal in the spin index, so the relation carries over to two components. The Pauli matrices have numerical entries, which commute with multiplication by a coordinate.

## Momentum matrix elements in a band-structure code

Between normalisable eigenstates \(|a\rangle\) and \(|b\rangle\) of a Hermitian \(H\), with energies \(E_a\) and \(E_b\), the commutator formula becomes

\[
\langle a|\pi_k|b\rangle=\frac{im}{\hbar}\,(E_a-E_b)\,\langle a|x_k|b\rangle .
\]

For a quantum dot described by such a one-electron Hamiltonian, with smooth local \(V\) and \(F\), this gives a numerical test of a routine that computes optical matrix elements: the two sides should approach each other as the basis grows. If the code includes spin-orbit coupling in \(H\) but uses the bare \(p_k\) on the left, a discrepancy of \(mc\,\langle a|S_k|b\rangle\) remains.

In a periodic crystal, \(x_k\) is not a well-defined operator on Bloch states, but a code can instead evaluate the matrix elements of \(\pi_k\) directly. With a nonlocal pseudopotential \(V_{\mathrm{NL}}\), the hypothesis on \(V\) fails, and the term \((im/\hbar)[V_{\mathrm{NL}},x_k]\) has to be added to the momentum.
